# The reduced resolvent as the unique inverse of E₀ − H off the eigenspace

## Physical setting

The first-order equation of Rayleigh–Schrödinger perturbation theory cannot be solved by inverting its operator, because that operator is singular. Let H be the unperturbed Hamiltonian, ψ⁽⁰⁾ a normalised eigenvector with energy E₀, V a perturbation and λ its strength. Expanding the eigenvalue equation of H + λV with state ψ⁽⁰⁾ + λψ⁽¹⁾ + … and energy E₀ + λE⁽¹⁾ + … gives, at order λ,

    (E₀ − H) ψ⁽¹⁾ = (V − E⁽¹⁾) ψ⁽⁰⁾.

The operator E₀ − H annihilates ψ⁽⁰⁾. A solution exists only if the right side has no component in the eigenspace of E₀, and any vector of that eigenspace can be added to a solution. The usual remedy is to write a sum over states and omit the terms with vanishing denominator, which leaves open whether the resulting operator is fixed by equations or depends on the basis chosen inside degenerate levels. The result below settles both points for finite matrices. For a non-degenerate level with ψ⁽¹⁾ chosen orthogonal to ψ⁽⁰⁾, and in a finite orthonormal basis with exact eigenvectors, it identifies the sum over states for ψ⁽¹⁾ with the solution of a projected linear system.

## Statement

Let k run over a finite index set n, which also labels the vector components. H is a complex n×n matrix, the vectors bₖ are orthonormal, and H bₖ = Eₖ bₖ with Eₖ real. A star denotes the conjugate transpose, so v*w is the inner product and v v* the outer product. E₀ is an arbitrary real number. Define

    P = Σ over k with Eₖ = E₀ of bₖ bₖ*,
    R = Σ over k with Eₖ ≠ E₀ of bₖ bₖ* / (E₀ − Eₖ),
    A = E₀·1 − H.

The main theorem, `redRes_characterisation`, says that for every n×n matrix X

    XA = 1 − P, AX = 1 − P, XP = 0 and PX = 0   if and only if   X = R.

The accompanying statements are these. The two conditions AX = 1 − P and PX = 0 already force X = R. P is Hermitian and idempotent, and Pv = v exactly when Hv = E₀v. The solutions of XA = AX = 1 − P alone are the matrices R + PYP with Y arbitrary. For a given vector v, the system Aψ = (1 − P)v, Pψ = 0 has the single solution ψ = Rv. Two orthonormal eigenbases of the same H give the same P and the same R.

## Derivation

For complex coefficients fₖ write S(f) = Σₖ fₖ bₖ bₖ*. Orthonormality gives

    (bⱼ bⱼ*)(bₖ bₖ*) = (bⱼ* bₖ) bⱼ bₖ* = δⱼₖ bₖ bₖ*,

so the double sum in a product collapses to its diagonal:

    S(f) S(g) = Σⱼ Σₖ fⱼ gₖ δⱼₖ bₖ bₖ* = S(fg).

For completeness, let U be the matrix whose column k is bₖ, that is Uᵢₖ = (bₖ)ᵢ. Then (U*U)ⱼₖ = bⱼ* bₖ = δⱼₖ. U is square, so UU* = 1 as well, and the entry (i, l) of UU* is the entry (i, l) of Σₖ bₖ bₖ*. Hence

    Σₖ bₖ bₖ* = 1,
    H = H Σₖ bₖ bₖ* = Σₖ Eₖ bₖ bₖ*.

All operators are now of the form S(f). P has coefficients pₖ = 1 if Eₖ = E₀ and 0 otherwise, R has rₖ = 0 if Eₖ = E₀ and 1/(E₀ − Eₖ) otherwise, A has aₖ = E₀ − Eₖ, and 1 − P has 1 − pₖ. If Eₖ = E₀, then pₖ = 1 and rₖ = aₖ = 0. If Eₖ ≠ E₀, then pₖ = 0 and rₖaₖ = 1. In both cases rₖaₖ = 1 − pₖ, rₖpₖ = 0, aₖpₖ = 0 and pₖ² = pₖ. Therefore

    RA = AR = 1 − P,   RP = PR = 0,   AP = PA = 0,   P² = P.

This shows that R satisfies the four conditions. For uniqueness let AX = 1 − P and PX = 0. Then

    X = (1 − P)X = R(AX) = R(1 − P) = R.

P is Hermitian because each bₖ bₖ* is. If Pv = v, then Av = APv = 0, which is Hv = E₀v. Conversely, Av = 0 gives (1 − P)v = RAv = 0.

Without the conditions involving PX and XP, put D = X − R. Then

    (1 − P)D = R(AX − AR) = 0,   D(1 − P) = (XA − RA)R = 0,

so D = PD and D = DP, hence D = PDP, and Y = D serves. Conversely (R + PYP)A = 1 − P + PY(PA) = 1 − P, and A(R + PYP) = 1 − P + (AP)YP = 1 − P.

The vector equation repeats the uniqueness chain: ψ = (1 − P)ψ = RAψ = R(1 − P)v = Rv. The vector Rv solves the system since ARv = (1 − P)v and PRv = 0. For the non-degenerate level above, P = ψ⁽⁰⁾ψ⁽⁰⁾* and E⁽¹⁾ = ψ⁽⁰⁾*Vψ⁽⁰⁾, so the right side of the first-order equation is (1 − P)v with v = Vψ⁽⁰⁾.

Finally let P′ and R′ come from a second eigenbasis. From (1 − P)P′ = R(AP′) = 0 and P(1 − P′) = (PA)R′ = 0 one gets P′ = PP′ = P. Then AR = 1 − P′ and P′R = 0, and uniqueness in the second basis gives R = R′.

As an example take H with rows (16, −12) and (−12, 9), the unit vectors b₀ = (3/5, 4/5) and b₁ = (−4/5, 3/5), and their energies 0 and 25. At the level 0 only b₁ contributes, R = −b₁b₁*/25, with rows (−16/625, 12/625) and (12/625, −9/625).

## What the formal version assumes

Vectors are functions `n → ℂ`, and `b k` is bₖ. The structure `IsEigenbasis H E b` has two fields: `orth` is orthonormality, with `star (b j) ⬝ᵥ b k` antilinear in the first vector, and `eig` is the eigenvalue equation with `E : n → ℝ`. Since states and components share the index type `n`, there are as many vectors as dimensions, and completeness is derived from this. The existence of the eigenbasis is a hypothesis. The definitions `ketBra`, `spec`, `eigProj`, `redRes` and `shifted` are v v*, S(f), P, R and A. The sign convention is E₀ − H, so states above the level enter R with negative weight.

The variable `E₀` is a free real number and not the energy of a state with index 0. The level may be degenerate, or absent from the spectrum; in the latter case the sum defining P is empty and the relations RA = AR = 1 − P make R the ordinary inverse of A. A state counts as belonging to the level only if `E k = E₀` holds exactly, and no bound on R near a small gap is stated.

The space is finite-dimensional, so continuous spectra and unbounded operators are not covered. No perturbation V, series or convergence statement occurs in the theorems. The same number E₀ fixes both the projector and the denominators; the Brillouin–Wigner operator, whose denominators contain the exact energy while the projector stays on the reference space, is a different object.

One could instead assume only H = H* and obtain energies and eigenvectors from the spectral theorem. The hypothesis would be easier to check and the eigenbasis would be derived, but it would be one unspecified choice, and passing to an explicit basis such as the one in the example would need the basis independence as an extra step. That both hypotheses describe the same class of matrices is standard linear algebra which the Lean development leaves unproved.

```lean
import Mathlib

open Matrix

namespace ReducedResolvent

noncomputable section

variable {n : Type*} [Fintype n] [DecidableEq n]

/-- The vectors `b k` are orthonormal eigenvectors of `H` with real energies `E k`,
as many as the dimension of the space. -/
structure IsEigenbasis (H : Matrix n n ℂ) (E : n → ℝ) (b : n → n → ℂ) : Prop where
  orth : ∀ j k, star (b j) ⬝ᵥ b k = if j = k then 1 else 0
  eig : ∀ k, H *ᵥ b k = (E k : ℂ) • b k

/-- The outer product `v v*`. -/
def ketBra (v : n → ℂ) : Matrix n n ℂ := vecMulVec v (star v)

/-- The spectral sum `∑ₖ f k • bₖ bₖ*`. -/
def spec (b : n → n → ℂ) (f : n → ℂ) : Matrix n n ℂ := ∑ k, f k • ketBra (b k)

/-- `P`: the sum of `bₖ bₖ*` over the states of energy `E₀`. -/
def eigProj (E : n → ℝ) (b : n → n → ℂ) (E₀ : ℝ) : Matrix n n ℂ :=
  ∑ k ∈ Finset.univ.filter (fun k => E k = E₀), ketBra (b k)

/-- The reduced resolvent `R`: the sum of `bₖ bₖ* / (E₀ - Eₖ)` over states with `Eₖ ≠ E₀`. -/
def redRes (E : n → ℝ) (b : n → n → ℂ) (E₀ : ℝ) : Matrix n n ℂ :=
  ∑ k ∈ Finset.univ.filter (fun k => E k ≠ E₀), ((E₀ : ℂ) - (E k : ℂ))⁻¹ • ketBra (b k)

/-- The shifted operator `E₀ - H`. -/
def shifted (H : Matrix n n ℂ) (E₀ : ℝ) : Matrix n n ℂ := (E₀ : ℂ) • 1 - H

variable {H : Matrix n n ℂ} {E : n → ℝ} {b : n → n → ℂ}

/-- Spectral sums over an orthonormal eigenbasis multiply coefficient by coefficient. -/
theorem spec_mul (h : IsEigenbasis H E b) (f g : n → ℂ) :
    spec b f * spec b g = spec b (fun k => f k * g k) := by
  have hk : ∀ j k, ketBra (b j) * ketBra (b k) = if j = k then ketBra (b k) else 0 := by
    intro j k
    have e : ketBra (b j) * ketBra (b k)
        = (star (b j) ⬝ᵥ b k) • vecMulVec (b j) (star (b k)) := by
      ext i l
      simp only [ketBra, Matrix.mul_apply, vecMulVec_apply, Matrix.smul_apply, dotProduct,
        smul_eq_mul, Finset.sum_mul]
      exact Finset.sum_congr rfl fun x _ => by ring
    rw [e, h.orth]
    split_ifs with hjk
    · subst hjk
      simp [ketBra]
    · simp
  unfold spec
  rw [Finset.sum_mul]
  refine Finset.sum_congr rfl fun j _ => ?_
  rw [Finset.mul_sum, Finset.sum_eq_single j]
  · rw [Matrix.smul_mul, Matrix.mul_smul, hk, if_pos rfl, smul_smul]
  · intro k _ hkj
    rw [Matrix.smul_mul, Matrix.mul_smul, hk, if_neg (Ne.symm hkj)]
    simp
  · simp

/-- Completeness `∑ₖ bₖ bₖ* = 1` and the spectral resolution `∑ₖ Eₖ bₖ bₖ* = H`. -/
theorem resolution (h : IsEigenbasis H E b) :
    ∑ k, ketBra (b k) = 1 ∧ ∑ k, (E k : ℂ) • ketBra (b k) = H := by
  -- the matrix of columns `b k` has `U* U = 1`, hence `U U* = 1`
  let U : Matrix n n ℂ := Matrix.of fun i k => b k i
  have h1 : Uᴴ * U = 1 := by
    ext j k
    rw [Matrix.one_apply, ← h.orth j k]
    rfl
  have h2 : U * Uᴴ = 1 := mul_eq_one_comm.mp h1
  have hc : ∑ k, ketBra (b k) = 1 := by
    rw [← h2]
    ext i l
    simp [U, Matrix.sum_apply, Matrix.mul_apply, ketBra, vecMulVec_apply]
  have hH : ∀ k, H * ketBra (b k) = (E k : ℂ) • ketBra (b k) := by
    intro k
    ext i l
    simp only [Matrix.mul_apply, ketBra, vecMulVec_apply, Matrix.smul_apply, smul_eq_mul,
      ← mul_assoc, ← Finset.sum_mul]
    exact congrArg (· * star (b k) l) (congrFun (h.eig k) i)
  refine ⟨hc, ?_⟩
  simp only [← hH]
  rw [← Finset.mul_sum, hc, mul_one]

/-- `R (E₀-H) = (E₀-H) R = 1-P`, `R P = P R = 0`, `(E₀-H) P = P (E₀-H) = 0` and `P² = P`. -/
theorem relations (h : IsEigenbasis H E b) (E₀ : ℝ) :
    redRes E b E₀ * shifted H E₀ = 1 - eigProj E b E₀ ∧
    shifted H E₀ * redRes E b E₀ = 1 - eigProj E b E₀ ∧
    redRes E b E₀ * eigProj E b E₀ = 0 ∧ eigProj E b E₀ * redRes E b E₀ = 0 ∧
    shifted H E₀ * eigProj E b E₀ = 0 ∧ eigProj E b E₀ * shifted H E₀ = 0 ∧
    eigProj E b E₀ * eigProj E b E₀ = eigProj E b E₀ := by
  obtain ⟨h1, h2⟩ := resolution h
  -- every operator is a spectral sum
  have hP : eigProj E b E₀ = spec b (fun k => if E k = E₀ then 1 else 0) := by
    simp only [eigProj, spec, Finset.sum_filter, ite_smul, one_smul, zero_smul]
  have hR : redRes E b E₀
      = spec b (fun k => if E k ≠ E₀ then ((E₀ : ℂ) - (E k : ℂ))⁻¹ else 0) := by
    simp only [redRes, spec, Finset.sum_filter, ite_smul, zero_smul]
  have hA : shifted H E₀ = spec b (fun k => (E₀ : ℂ) - (E k : ℂ)) := by
    simp only [shifted, spec, sub_smul, Finset.sum_sub_distrib, ← Finset.smul_sum]
    rw [h1, h2]
  have hQ : 1 - eigProj E b E₀ = spec b (fun k => 1 - if E k = E₀ then 1 else 0) := by
    rw [hP]
    simp only [spec, sub_smul, Finset.sum_sub_distrib, one_smul]
    rw [h1]
  have h0 : (0 : Matrix n n ℂ) = spec b (fun _ => 0) := by simp [spec]
  have key : ∀ f g u : n → ℂ, (∀ k, f k * g k = u k) → spec b f * spec b g = spec b u := by
    intro f g u hk
    rw [spec_mul h]
    exact congrArg _ (funext hk)
  rw [hQ, hA, hR, hP, h0]
  refine ⟨key _ _ _ ?_, key _ _ _ ?_, key _ _ _ ?_, key _ _ _ ?_, key _ _ _ ?_,
    key _ _ _ ?_, key _ _ _ ?_⟩
  -- scalar identities, state by state
  all_goals
    intro k
    by_cases hk : E k = E₀
    · simp [hk]
    · have hne : (E₀ : ℂ) - (E k : ℂ) ≠ 0 :=
        sub_ne_zero.mpr fun e => hk (Complex.ofReal_injective e).symm
      simp [hk, inv_mul_cancel₀ hne, mul_inv_cancel₀ hne]

/-- `P` is idempotent and Hermitian and fixes exactly the vectors with `H v = E₀ v`. -/
theorem eigProj_projector (h : IsEigenbasis H E b) (E₀ : ℝ) :
    eigProj E b E₀ * eigProj E b E₀ = eigProj E b E₀ ∧ (eigProj E b E₀)ᴴ = eigProj E b E₀ ∧
    ∀ v, eigProj E b E₀ *ᵥ v = v ↔ H *ᵥ v = (E₀ : ℂ) • v := by
  obtain ⟨r1, -, -, -, r5, -, r7⟩ := relations h E₀
  refine ⟨r7, ?_, fun v => ?_⟩
  · rw [eigProj, conjTranspose_sum]
    refine Finset.sum_congr rfl fun k _ => ?_
    ext i j
    simp [ketBra, vecMulVec_apply, conjTranspose_apply, mul_comm]
  · have hA : shifted H E₀ *ᵥ v = (E₀ : ℂ) • v - H *ᵥ v := by
      rw [shifted, sub_mulVec]
      congr 1
      ext i
      simp [mulVec, dotProduct, Matrix.one_apply]
    constructor
    · intro e
      have z : shifted H E₀ *ᵥ (eigProj E b E₀ *ᵥ v) = 0 := by
        rw [mulVec_mulVec, r5, zero_mulVec]
      rw [e, hA, sub_eq_zero] at z
      exact z.symm
    · intro e
      have z : (1 - eigProj E b E₀) *ᵥ v = 0 := by
        rw [← r1, ← mulVec_mulVec, hA, e, sub_self, mulVec_zero]
      rw [sub_mulVec, one_mulVec, sub_eq_zero] at z
      exact z.symm

/-- A matrix `X` with `(E₀-H) X = 1-P` and `P X = 0` equals `R`. -/
theorem eq_redRes_of_right_inverse (h : IsEigenbasis H E b) (E₀ : ℝ) {X : Matrix n n ℂ}
    (hA : shifted H E₀ * X = 1 - eigProj E b E₀) (hP : eigProj E b E₀ * X = 0) :
    X = redRes E b E₀ := by
  obtain ⟨r1, -, r3, -⟩ := relations h E₀
  calc X = (1 - eigProj E b E₀) * X := by rw [sub_mul, one_mul, hP, sub_zero]
    _ = redRes E b E₀ * (shifted H E₀ * X) := by rw [← r1, mul_assoc]
    _ = redRes E b E₀ := by rw [hA, mul_sub, mul_one, r3, sub_zero]

/-- `R` is the unique matrix `X` with `X (E₀-H) = (E₀-H) X = 1-P` and `X P = P X = 0`. -/
theorem redRes_characterisation (h : IsEigenbasis H E b) (E₀ : ℝ) (X : Matrix n n ℂ) :
    (X * shifted H E₀ = 1 - eigProj E b E₀ ∧ shifted H E₀ * X = 1 - eigProj E b E₀ ∧
      X * eigProj E b E₀ = 0 ∧ eigProj E b E₀ * X = 0) ↔ X = redRes E b E₀ := by
  obtain ⟨r1, r2, r3, r4, -⟩ := relations h E₀
  constructor
  · rintro ⟨-, h2, -, h4⟩
    exact eq_redRes_of_right_inverse h E₀ h2 h4
  · intro e
    rw [e]
    exact ⟨r1, r2, r3, r4⟩

/-- The solutions of `X (E₀-H) = (E₀-H) X = 1-P` alone are the matrices `R + P Y P`. -/
theorem general_solution (h : IsEigenbasis H E b) (E₀ : ℝ) (X : Matrix n n ℂ) :
    (X * shifted H E₀ = 1 - eigProj E b E₀ ∧ shifted H E₀ * X = 1 - eigProj E b E₀) ↔
      ∃ Y, X = redRes E b E₀ + eigProj E b E₀ * Y * eigProj E b E₀ := by
  obtain ⟨r1, r2, -, -, r5, r6, -⟩ := relations h E₀
  constructor
  · rintro ⟨h1, h2⟩
    -- the difference `X - R` is annihilated by `1 - P` on both sides
    have e1 : (1 - eigProj E b E₀) * (X - redRes E b E₀) = 0 := by
      rw [← r1, mul_assoc, mul_sub, h2, r2, sub_self, mul_zero]
    have e2 : (X - redRes E b E₀) * (1 - eigProj E b E₀) = 0 := by
      rw [← r2, ← mul_assoc, sub_mul, h1, r1, sub_self, zero_mul]
    rw [sub_mul, one_mul, sub_eq_zero] at e1
    rw [mul_sub, mul_one, sub_eq_zero] at e2
    exact ⟨X - redRes E b E₀, by rw [← e1, ← e2]; abel⟩
  · rintro ⟨Y, e⟩
    constructor
    · rw [e, add_mul, r1, mul_assoc, r6, mul_zero, add_zero]
    · rw [e, mul_add, r2, ← mul_assoc, ← mul_assoc, r5, zero_mul, zero_mul, add_zero]

/-- The equations `(E₀-H) ψ = (1-P) v`, `P ψ = 0` have the unique solution `ψ = R v`. -/
theorem projected_equation (h : IsEigenbasis H E b) (E₀ : ℝ) (v ψ : n → ℂ) :
    (shifted H E₀ *ᵥ ψ = (1 - eigProj E b E₀) *ᵥ v ∧ eigProj E b E₀ *ᵥ ψ = 0) ↔
      ψ = redRes E b E₀ *ᵥ v := by
  obtain ⟨r1, r2, r3, r4, -⟩ := relations h E₀
  constructor
  · rintro ⟨h1, h2⟩
    calc ψ = (1 - eigProj E b E₀) *ᵥ ψ := by rw [sub_mulVec, one_mulVec, h2, sub_zero]
      _ = redRes E b E₀ *ᵥ (shifted H E₀ *ᵥ ψ) := by rw [mulVec_mulVec, r1]
      _ = redRes E b E₀ *ᵥ v := by rw [h1, mulVec_mulVec, mul_sub, mul_one, r3, sub_zero]
  · intro e
    constructor
    · rw [e, mulVec_mulVec, r2]
    · rw [e, mulVec_mulVec, r4, zero_mulVec]

/-- Two orthonormal eigenbases of the same `H` give the same `P` and the same `R`. -/
theorem basis_independent {E' : n → ℝ} {b' : n → n → ℂ} (h : IsEigenbasis H E b)
    (h' : IsEigenbasis H E' b') (E₀ : ℝ) :
    eigProj E b E₀ = eigProj E' b' E₀ ∧ redRes E b E₀ = redRes E' b' E₀ := by
  obtain ⟨r1, r2, -, r4, -, r6, -⟩ := relations h E₀
  obtain ⟨-, s2, -, -, s5, -⟩ := relations h' E₀
  have e1 : (1 - eigProj E b E₀) * eigProj E' b' E₀ = 0 := by
    rw [← r1, mul_assoc, s5, mul_zero]
  have e2 : eigProj E b E₀ * (1 - eigProj E' b' E₀) = 0 := by
    rw [← s2, ← mul_assoc, r6, zero_mul]
  rw [sub_mul, one_mul, sub_eq_zero] at e1
  rw [mul_sub, mul_one, sub_eq_zero] at e2
  have hP := e2.trans e1.symm
  exact ⟨hP, eq_redRes_of_right_inverse h' E₀ (by rw [← hP, r2]) (by rw [← hP, r4])⟩

/-- A non-diagonal two-level Hamiltonian with energies `0, 25`, an orthonormal eigenbasis,
and its reduced resolvent at `E₀ = 0`. -/
theorem eigenbasis_witness :
    IsEigenbasis (!![16, -12; -12, 9] : Matrix (Fin 2) (Fin 2) ℂ) ![0, 25]
      ![![3 / 5, 4 / 5], ![-4 / 5, 3 / 5]] ∧
    redRes (n := Fin 2) ![0, 25] ![![3 / 5, 4 / 5], ![-4 / 5, 3 / 5]] 0
      = !![-16 / 625, 12 / 625; 12 / 625, -9 / 625] := by
  refine ⟨⟨fun j k => ?_, fun k => ?_⟩, ?_⟩
  · fin_cases j <;> fin_cases k <;> simp [dotProduct, Fin.sum_univ_succ, map_ofNat] <;> norm_num
  · ext i
    fin_cases k <;> fin_cases i <;> simp [mulVec, dotProduct, Fin.sum_univ_succ] <;> norm_num
  · have hk : ∀ (v : Fin 2 → ℂ) (i j : Fin 2), ketBra v i j = v i * star (v j) :=
      fun _ _ _ => rfl
    ext i j
    rw [redRes, Matrix.sum_apply, Finset.sum_filter, Fin.sum_univ_two]
    simp only [Matrix.smul_apply, hk, smul_eq_mul]
    fin_cases i <;> fin_cases j <;> simp <;> norm_num

end

end ReducedResolvent
```

```lean
#print axioms ReducedResolvent.resolution
-- 'ReducedResolvent.resolution' depends on axioms: [propext, Classical.choice, Quot.sound]
#print axioms ReducedResolvent.redRes_characterisation
-- 'ReducedResolvent.redRes_characterisation' depends on axioms: [propext, Classical.choice, Quot.sound]
#print axioms ReducedResolvent.projected_equation
-- 'ReducedResolvent.projected_equation' depends on axioms: [propext, Classical.choice, Quot.sound]
#print axioms ReducedResolvent.basis_independent
-- 'ReducedResolvent.basis_independent' depends on axioms: [propext, Classical.choice, Quot.sound]
```

## Notes on the proof

`spec_mul` is the product rule S(f)S(g) = S(fg). Its step `e` pulls the inner product out of a product of two outer products entry by entry, `h.orth` turns it into δⱼₖ, and `Finset.sum_eq_single j` keeps the diagonal term of the inner sum.

`resolution` builds `U`, proves U*U = 1 as `h1`, and passes to UU* = 1 by `mul_eq_one_comm`, the step that uses squareness and finite dimension. `hH` is H bₖ bₖ* = Eₖ bₖ bₖ*, which is summed over k.

`relations` writes P, R, A, 1 − P and 0 as spectral sums in `hP`, `hR`, `hA`, `hQ` and `h0`. The helper `key` reduces each of the seven matrix identities to a scalar identity for each k, and `by_cases hk : E k = E₀` is the case distinction of the derivation. In the second case `hne` supplies the non-zero denominator. Later proofs name these identities `r1` to `r7` by their position, so `r1` is RA = 1 − P and `r5` is AP = 0.

`eigProj_projector` uses `r5` for the direction from Pv = v and `r1` for the converse. The `calc` block of `eq_redRes_of_right_inverse` is the chain X = (1 − P)X = R(AX) = R. In `redRes_characterisation` the pattern `⟨-, h2, -, h4⟩` discards XA = 1 − P and XP = 0, which uniqueness does not use. In `general_solution`, `e1` and `e2` become D = PD and D = DP, and the witness for Y is `X - redRes E b E₀`. `projected_equation` is the same chain applied to a vector. In `basis_independent`, `e1` and `e2` give P′ = PP′ and P = PP′, after which uniqueness is applied with `h'`. `eigenbasis_witness` verifies orthonormality, the eigenvalue equations and the four entries of R for the two-level example by splitting over indices with `fin_cases` and closing the arithmetic with `norm_num`.
